# The erf Long-Range Coulomb Matrix of Distinct Points Is Positive Definite, While Keeping 1/r Only Beyond a Cutoff Radius Gives a Negative Eigenvalue Once a Pair Lies Beyond It

## A value for the diagonal

The long-range repulsion erf(w r)/r of two unit charges at distance r, with a range parameter w > 0, has no value at r = 0, so a matrix built from it needs a separate choice for its diagonal. The choice here is the limit r → 0, which is 2w/√π. It is the finite self-interaction of a unit charge under the long-range potential. The sharply cut interaction needs no such limit, because it is zero at all distances up to the cutoff radius, including zero distance.

## Two ways to keep the long range

Take finitely many points r_i in three-dimensional space, with distances d_ij = |r_i − r_j|, and put a real charge c_i on each. In atomic units the bare repulsion of two unit charges is 1/d_ij. Range separation splits this repulsion into a short-range and a long-range part, and only the long-range part is studied here. The smooth version multiplies 1/d_ij by erf(w d_ij), where w > 0 is an inverse length that sets where the Coulomb tail takes over. The sharp version keeps 1/d_ij beyond a radius R and discards everything else.

For an interaction matrix K, the quadratic form

Q(c) = Σ_i Σ_j c_i c_j K_ij

is twice the electrostatic energy, self-terms included. Range-separated hybrid functionals use exchange integrals that are self-repulsions of orbital products. If such an integral for real orbitals is discretised on finitely many distinct points with the erf matrix, positive definiteness ensures that it is never negative.

## What the two theorems say

The theorem `longRange_posDef` states that for w > 0 and distinct points the matrix `longRange w r` is positive definite: it is symmetric, and Q(c) > 0 for every nonzero real c.

The theorem `sharpCutoff_neg_eigenvalue` states that if R ≥ 0 and some pair i, j has d_ij > R, then `sharpCutoff R r` has a real eigenvalue μ with a nonzero eigenvector v, and

μ ≤ −1/d_ij < 0.

This holds for every pair beyond R, so the closest such pair gives the strongest bound. The points need not be distinct here.

In the code, `Pt` is Euclidean three-space, the finite type `ι` labels the points, and `r : ι → Pt` gives their positions. Distinctness is `Function.Injective r`. The function `erf` is defined by its usual integral, and `dist (r i) (r j)` is d_ij, which the comments in the code write as r_ij. The function `gaussianEnergy` is a quadratic form without the factor 1/2.

Distinctness matters for strict positivity: if two points coincided and their mutual entry took the limiting value 2w/√π, opposite charges on them would give Q = 0. The definition `longRange` is meant for distinct points only, since it would put 0 in that entry through division by zero.

The theorems concern finite sets of point charges. They do not treat continuous densities or periodic systems, and they give no explicit lower bound above zero for the smallest eigenvalue of the erf matrix.

## Positivity from a superposition of Gaussians

For i ≠ j, substitute t = u d_ij in the integral that defines erf:

erf(w d_ij)/d_ij = (2/√π) ∫₀^w exp(−u² d_ij²) du.

For i = j the integrand is 1 and the right-hand side is 2w/√π, which is the chosen diagonal. Hence

Q(c) = (2/√π) ∫₀^w G(u) du, with G(u) = Σ_i Σ_j c_i c_j exp(−u² d_ij²).

To see that G(u) ≥ 0, expand d_ij² = |r_i|² + |r_j|² − 2 r_i·r_j and set g_i = c_i exp(−u² |r_i|²). Then

G(u) = Σ_i Σ_j g_i g_j exp(2u² r_i·r_j).

Since exp(s) is the limit of (1 + s/n)ⁿ, it is enough to show, for b ≥ 0 and all real charges c, that

S_n(c) = Σ_i Σ_j c_i c_j (1 + b r_i·r_j)ⁿ ≥ 0.

For n = 0 this is (Σ_i c_i)² ≥ 0. For the induction step, let x_ik with k = 0, 1, 2 be the coordinates of r_i, and let c⁽ᵏ⁾ be the charges c_i x_ik. Multiplying out one factor gives

S_(n+1)(c) = S_n(c) + b [S_n(c⁽⁰⁾) + S_n(c⁽¹⁾) + S_n(c⁽²⁾)],

and every term on the right is nonnegative.

So Q(c) ≥ 0. Suppose that Q(c) = 0. Because G is continuous and nonnegative, it vanishes on all of [0, w]. It is also a finite sum of analytic functions of u, so it vanishes for every real u. As u → ∞, each term with i ≠ j tends to zero because d_ij > 0, and therefore

0 = lim G(u) = Σ_i c_i².

All charges are zero, which proves strict positivity.

## Opposite charges across the sharp cutoff

Let A be the sharply cut matrix, and let i, j be a pair with d_ij > R. Put charge +1 on i, −1 on j and 0 elsewhere, and call this vector q. The diagonal of A is zero, so

qᵀAq = A_ii + A_jj − A_ij − A_ji = −2/d_ij, and qᵀq = 2.

The Rayleigh quotient is −1/d_ij. The smallest eigenvalue of a real symmetric matrix is at most any Rayleigh quotient, so A has an eigenvalue μ ≤ −1/d_ij. The attraction between the opposite charges survives the cutoff, while the self-repulsion that would balance it has been removed.

## Two points at distance d

With two points the erf matrix has the eigenvalues

2w/√π + erf(w d)/d and 2w/√π − erf(w d)/d.

The second belongs to opposite charges. It is positive for d > 0 and tends to 0 as d → 0. A constant diagonal smaller than 2w/√π would therefore give a negative eigenvalue for two sufficiently close points.

If d > R, the sharply cut matrix has the eigenvalues 1/d and −1/d, so the bound μ ≤ −1/d_ij is attained.

## The complete Lean file

```lean
import Mathlib

open Matrix Filter Topology

namespace RangeSeparationPositivity

noncomputable section

/-- Points of three-dimensional space. -/
abbrev Pt := EuclideanSpace ℝ (Fin 3)

variable {ι : Type*} [Fintype ι]

/-- The error function. -/
def erf (x : ℝ) : ℝ := 2 / Real.sqrt Real.pi * ∫ t in (0 : ℝ)..x, Real.exp (-t ^ 2)

/-- The long-range matrix `erf(w r_ij) / r_ij` with diagonal `2w/√π`, for distinct points. -/
def longRange [DecidableEq ι] (w : ℝ) (r : ι → Pt) : Matrix ι ι ℝ :=
  Matrix.of fun i j => if i = j then 2 * w / Real.sqrt Real.pi
    else erf (w * dist (r i) (r j)) / dist (r i) (r j)

/-- The sharply cut Coulomb matrix: `1 / r_ij` beyond the radius `R ≥ 0`, and zero at all
distances up to `R`. -/
def sharpCutoff (R : ℝ) (r : ι → Pt) : Matrix ι ι ℝ :=
  Matrix.of fun i j => if R < dist (r i) (r j) then 1 / dist (r i) (r j) else 0

/-- The quadratic form of charges `c` interacting through the Gaussian `exp(-u² r²)`. -/
def gaussianEnergy (r : ι → Pt) (c : ι → ℝ) (u : ℝ) : ℝ :=
  ∑ i, ∑ j, c i * c j * Real.exp (-(u ^ 2 * dist (r i) (r j) ^ 2))

/-- For `b ≥ 0`, every power of `1 + b x·y` is a positive semidefinite kernel. -/
theorem power_kernel_nonneg (r : ι → Pt) {b : ℝ} (hb : 0 ≤ b) (n : ℕ) (c : ι → ℝ) :
    0 ≤ ∑ i, ∑ j, c i * c j *
      (1 + b * (r i 0 * r j 0 + r i 1 * r j 1 + r i 2 * r j 2)) ^ n := by
  induction n generalizing c with
  | zero =>
    simp only [pow_zero, mul_one]
    rw [← Finset.sum_mul_sum]
    exact mul_self_nonneg _
  | succ n ih =>
    -- one factor is absorbed into the charges, coordinate by coordinate
    have h := add_nonneg (add_nonneg (add_nonneg (ih c)
      (mul_nonneg hb (ih fun i => c i * r i 0)))
      (mul_nonneg hb (ih fun i => c i * r i 1)))
      (mul_nonneg hb (ih fun i => c i * r i 2))
    refine h.trans_eq ?_
    simp only [Finset.mul_sum, ← Finset.sum_add_distrib]
    exact Finset.sum_congr rfl fun i _ => Finset.sum_congr rfl fun j _ => by ring

/-- The Gaussian interaction energy of any real charges is nonnegative. -/
theorem gaussianEnergy_nonneg (r : ι → Pt) (c : ι → ℝ) (u : ℝ) :
    0 ≤ gaussianEnergy r c u := by
  let g : ι → ℝ := fun i => c i * Real.exp (-(u ^ 2 * (r i 0 ^ 2 + r i 1 ^ 2 + r i 2 ^ 2)))
  -- the exponential of the scalar product is a limit of powers
  have h : 0 ≤ ∑ i, ∑ j, g i * g j *
      Real.exp (2 * u ^ 2 * (r i 0 * r j 0 + r i 1 * r j 1 + r i 2 * r j 2)) := by
    refine ge_of_tendsto' (tendsto_finsetSum _ fun i _ => tendsto_finsetSum _ fun j _ =>
      (Real.tendsto_one_add_div_pow_exp _).const_mul (g i * g j)) fun n => ?_
    have hn := power_kernel_nonneg r (b := 2 * u ^ 2 / n) (by positivity) n g
    simpa only [div_mul_eq_mul_div] using hn
  refine h.trans_eq (Finset.sum_congr rfl fun i _ => Finset.sum_congr rfl fun j _ => ?_)
  have hd : dist (r i) (r j) ^ 2 =
      (r i 0 - r j 0) ^ 2 + (r i 1 - r j 1) ^ 2 + (r i 2 - r j 2) ^ 2 := by
    rw [EuclideanSpace.dist_eq, Real.sq_sqrt (by positivity), Fin.sum_univ_three]
    simp only [Real.dist_eq, sq_abs]
  rw [hd, show ∀ a b d : ℝ, c i * a * (c j * b) * d = c i * c j * (a * b * d) from
    fun a b d => by ring, ← Real.exp_add, ← Real.exp_add]
  congr 2
  ring

/-- For distinct points, if the Gaussian energy vanishes for all `u` near some `u₀`, then every
charge is zero. -/
theorem charges_eq_zero {r : ι → Pt} (hr : Function.Injective r) {c : ι → ℝ} {u₀ : ℝ}
    (h : ∀ᶠ u in 𝓝 u₀, gaussianEnergy r c u = 0) : c = 0 := by
  classical
  have han : AnalyticOnNhd ℝ (gaussianEnergy r c) Set.univ := fun u _ => by
    change AnalyticAt ℝ (fun u => ∑ i, ∑ j, c i * c j *
      Real.exp (-(u ^ 2 * dist (r i) (r j) ^ 2))) u
    exact Finset.analyticAt_fun_sum _ fun i _ => Finset.analyticAt_fun_sum _ fun j _ => by
      fun_prop
  have hz := han.eqOn_zero_of_preconnected_of_eventuallyEq_zero isPreconnected_univ
    (Set.mem_univ u₀) h
  -- infinitely narrow Gaussians leave only the diagonal
  have hlim : Tendsto (gaussianEnergy r c) atTop
      (𝓝 (∑ i, ∑ j, c i * c j * (if i = j then 1 else 0))) := by
    refine tendsto_finsetSum _ fun i _ => tendsto_finsetSum _ fun j _ =>
      Tendsto.const_mul _ ?_
    by_cases hij : i = j
    · subst hij
      simp
    · rw [if_neg hij]
      have hd : 0 < dist (r i) (r j) ^ 2 := pow_pos (dist_pos.mpr (hr.ne hij)) 2
      exact Real.tendsto_exp_neg_atTop_nhds_zero.comp
        ((tendsto_pow_atTop two_ne_zero).atTop_mul_const hd)
  rw [show gaussianEnergy r c = fun _ => 0 from funext fun u => hz (Set.mem_univ u)] at hlim
  have h0 := tendsto_nhds_unique hlim tendsto_const_nhds
  simp only [mul_ite, mul_one, mul_zero, Finset.sum_ite_eq, Finset.mem_univ, if_true] at h0
  funext i
  exact mul_self_eq_zero.mp ((Finset.sum_eq_zero_iff_of_nonneg
    fun i _ => mul_self_nonneg (c i)).mp h0 i (Finset.mem_univ i))

variable [DecidableEq ι]

omit [Fintype ι] in
/-- For distinct points, each long-range entry is a superposition of Gaussians with `u` between
`0` and `w`. -/
theorem longRange_eq_integral {r : ι → Pt} (hr : Function.Injective r) (w : ℝ) (i j : ι) :
    longRange w r i j = 2 / Real.sqrt Real.pi *
      ∫ u in (0 : ℝ)..w, Real.exp (-(u ^ 2 * dist (r i) (r j) ^ 2)) := by
  by_cases h : i = j
  · subst h
    have h1 : ∫ u in (0 : ℝ)..w, Real.exp (-(u ^ 2 * 0 ^ 2)) = w := by simp
    rw [longRange, Matrix.of_apply, if_pos rfl, dist_self, h1]
    ring
  · have hs := intervalIntegral.integral_comp_mul_right (a := 0) (b := w)
      (fun t => Real.exp (-t ^ 2)) (dist_ne_zero.mpr (hr.ne h))
    simp only [mul_pow, zero_mul, smul_eq_mul] at hs
    rw [longRange, Matrix.of_apply, if_neg h, erf, hs]
    ring

/-- For distinct points and `w > 0`, the error-function long-range matrix is positive
definite. -/
theorem longRange_posDef {w : ℝ} (hw : 0 < w) {r : ι → Pt} (hr : Function.Injective r) :
    (longRange w r).PosDef := by
  rw [Matrix.posDef_iff_dotProduct_mulVec]
  refine ⟨Matrix.IsHermitian.ext fun i j => ?_, fun c hc => ?_⟩
  · rw [star_trivial, longRange_eq_integral hr, longRange_eq_integral hr, dist_comm (r j) (r i)]
  have key : star c ⬝ᵥ longRange w r *ᵥ c =
      2 / Real.sqrt Real.pi * ∫ u in (0 : ℝ)..w, gaussianEnergy r c u := by
    simp only [gaussianEnergy]
    rw [intervalIntegral.integral_finsetSum]
    · simp only [star_trivial, dotProduct, Matrix.mulVec, Finset.mul_sum]
      refine Finset.sum_congr rfl fun i _ => ?_
      rw [intervalIntegral.integral_finsetSum, Finset.mul_sum]
      · refine Finset.sum_congr rfl fun j _ => ?_
        rw [intervalIntegral.integral_const_mul, longRange_eq_integral hr]
        ring
      · exact fun j _ => Continuous.intervalIntegrable (by fun_prop) _ _
    · exact fun i _ => Continuous.intervalIntegrable (by fun_prop) _ _
  have hcont : Continuous (gaussianEnergy r c) := by
    unfold gaussianEnergy
    fun_prop
  rw [key]
  refine mul_pos (by positivity) (intervalIntegral.integral_pos hw hcont.continuousOn
    (fun u _ => gaussianEnergy_nonneg r c u) ?_)
  by_contra! hn
  refine hc (charges_eq_zero hr (u₀ := w / 2) ?_)
  filter_upwards [Icc_mem_nhds (half_pos hw) (half_lt_self hw)] with u hu
  exact le_antisymm (hn u hu) (gaussianEnergy_nonneg r c u)

/-- If a pair lies beyond the cutoff radius `R ≥ 0`, the sharp-cutoff matrix has a negative
eigenvalue, at most minus the Coulomb repulsion `1 / r_ij` of that pair. -/
theorem sharpCutoff_neg_eigenvalue {R : ℝ} (hR : 0 ≤ R) (r : ι → Pt) {i j : ι}
    (hij : R < dist (r i) (r j)) :
    ∃ (μ : ℝ) (v : ι → ℝ), v ≠ 0 ∧ sharpCutoff R r *ᵥ v = μ • v ∧
      μ < 0 ∧ μ ≤ -(1 / dist (r i) (r j)) := by
  have hd : 0 < 1 / dist (r i) (r j) := one_div_pos.mpr (hR.trans_lt hij)
  have hne : i ≠ j := fun h => by
    rw [h, dist_self] at hij
    exact not_lt_of_ge hR hij
  have hA : (sharpCutoff R r).IsHermitian := Matrix.IsHermitian.ext fun a b => by
    simp only [star_trivial, sharpCutoff, Matrix.of_apply, dist_comm (r b) (r a)]
  have hdiag : ∀ a, sharpCutoff R r a a = 0 := fun a => by
    simp only [sharpCutoff, Matrix.of_apply, dist_self, if_neg (not_lt.mpr hR)]
  have hoff : sharpCutoff R r i j = 1 / dist (r i) (r j) := by
    rw [sharpCutoff, Matrix.of_apply, if_pos hij]
  have hoff' : sharpCutoff R r j i = 1 / dist (r i) (r j) := by
    rw [← hoff, ← hA.apply i j, star_trivial]
  -- shift the spectrum by the repulsion of the pair
  have hB : (sharpCutoff R r + (1 / dist (r i) (r j)) • (1 : Matrix ι ι ℝ)).IsHermitian :=
    hA.add (by rw [Matrix.IsHermitian, Matrix.conjTranspose_smul, Matrix.conjTranspose_one,
      star_trivial])
  have hex : ∃ k, hB.eigenvalues k ≤ 0 := by
    by_contra! hpos
    have hv : (Pi.single i 1 - Pi.single j 1 : ι → ℝ) ≠ 0 := fun h => by
      have := congrFun h i
      simp [hne] at this
    have hq := (hB.posDef_iff_eigenvalues_pos.mpr hpos).dotProduct_mulVec_pos hv
    -- opposite unit charges on the pair
    have form : ∀ B : Matrix ι ι ℝ, (Pi.single i 1 - Pi.single j 1 : ι → ℝ) ⬝ᵥ
        B *ᵥ (Pi.single i 1 - Pi.single j 1) = B i i + B j j - B i j - B j i := fun B => by
      simp only [Matrix.mulVec_sub, sub_dotProduct, dotProduct_sub, single_dotProduct,
        Matrix.mulVec_single_one, Matrix.col_apply, one_mul]
      ring
    rw [star_trivial, form] at hq
    simp only [Matrix.add_apply, Matrix.smul_apply, Matrix.one_apply_eq,
      Matrix.one_apply_ne hne, Matrix.one_apply_ne hne.symm, hdiag, hoff, hoff',
      smul_eq_mul] at hq
    linarith
  obtain ⟨k, hk⟩ := hex
  refine ⟨hB.eigenvalues k - 1 / dist (r i) (r j), (hB.eigenvectorBasis k).ofLp,
    fun h => hB.eigenvectorBasis.orthonormal.ne_zero k ?_, ?_, by linarith, by linarith⟩
  · ext t
    exact congrFun h t
  · have h := hB.mulVec_eigenvectorBasis k
    rw [Matrix.add_mulVec, Matrix.smul_mulVec, Matrix.one_mulVec] at h
    rw [sub_smul]
    exact eq_sub_of_add_eq h

end

end RangeSeparationPositivity
```

```lean
#print axioms RangeSeparationPositivity.longRange_posDef
#print axioms RangeSeparationPositivity.sharpCutoff_neg_eigenvalue
```

```
'RangeSeparationPositivity.longRange_posDef' depends on axioms: [propext, Classical.choice, Quot.sound]
'RangeSeparationPositivity.sharpCutoff_neg_eigenvalue' depends on axioms: [propext, Classical.choice, Quot.sound]
```

## From Gaussian kernels to `longRange_posDef`

The lemma `power_kernel_nonneg` is the induction on S_n. The clause `generalizing c` lets the induction hypothesis be applied to the modified charges `c i * r i 0` and their two companions. The four nonnegative contributions are added, and `ring` confirms the identity term by term.

In `gaussianEnergy_nonneg`, the local function `g` holds the rescaled charges. The limit is `Real.tendsto_one_add_div_pow_exp`, and `ge_of_tendsto'` carries nonnegativity over to it. The remaining lines expand the squared distance in coordinates and combine the exponentials.

The lemma `charges_eq_zero` contains the strictness argument. It assumes that G vanishes near some `u₀`, extends this to the whole line by the identity theorem for analytic functions, and computes the limit of narrow Gaussians in `hlim`. Uniqueness of limits then makes the sum of squared charges zero.

The substitution is `longRange_eq_integral`, with separate cases for i = j and i ≠ j. In `longRange_posDef`, the step `key` exchanges the finite sums with the integral and so expresses Q(c) through G. The lemma `intervalIntegral.integral_pos` then asks for one point of [0, w] where G is positive. If there were none, G would vanish throughout a neighbourhood of w/2, and `charges_eq_zero` would contradict c ≠ 0.

## A shifted spectrum for the sharp cutoff

The proof of `sharpCutoff_neg_eigenvalue` uses the Rayleigh quotient in a shifted form. It adds 1/d_ij times the identity to A, and `hB` records that the sum B is symmetric. If all eigenvalues of B were positive, B would be positive definite. The identity `form` evaluates its quadratic form on the opposite unit charges, where the result is 2/d_ij − 2/d_ij = 0, a contradiction.

So B has an eigenvalue that is at most zero, which is `hex`. The spectral theorem supplies its eigenvector through `eigenvectorBasis`. Subtracting the shift leaves the eigenvector unchanged and gives the eigenvalue μ of A with the stated bound.
